# For the second-difference kinetic energy $K$ and a potential $V$ of bounded slope on a periodic grid, $[V,[V,K]]$ is bounded independently of the spacing, while $[V,K]$ need not be

Put one particle on a ring of three sites 0, 1, 2 with spacing $h>0$. In units $\hbar=m=1$, the second-difference kinetic matrix $K$ has diagonal $1/h^2$ and all other entries $-1/(2h^2)$. Take the diagonal potential $V=\mathrm{diag}(0,Gh,Gh)$, where $G\ge 0$ is a slope, that is, a force. Commuting with $V$ multiplies the entry $(i,j)$ by $V_i-V_j$, so

$$[V,K]=\frac{G}{2h}\begin{pmatrix}0&1&1\\-1&0&0\\-1&0&0\end{pmatrix},\qquad
[V,[V,K]]=-\frac{G^2}{2}\begin{pmatrix}0&1&1\\1&0&0\\1&0&0\end{pmatrix}.$$

The spectral norms are $G/(\sqrt2\,h)$ and $G^2/\sqrt2$. Each commutator supplies one factor $h$ against the $1/h^2$ in $K$: one leaves $1/h$, two leave no $h$ at all.

Both commutators appear in Trotter errors. For a single particle on a one-dimensional periodic grid, with the second-difference $K$ and a potential of bounded slope, the results below bound $[V,[V,K]]$, one of the two double commutators in the leading error of the symmetric splitting, uniformly in $h$. They also show that $[V,K]$, which sets the leading error of the unsymmetrised splitting, can grow as $1/h$ in norm. They do not bound the other double commutator, $[K,[K,V]]$, or the full splitting error. Nor do they cover the kinetic matrix of a Fourier grid, which also connects distant sites.

## Kinetic energy, potential and norm on the ring

Sites are elements of `ZMod L`, so $i+1$ and $i-1$ wrap around. The condition `NeZero L` means that there is at least one site.

In Lean 4 with Mathlib:

```lean
import Mathlib

open Matrix

namespace TrotterGridCommutators

noncomputable section

variable {L : ℕ} [NeZero L]
```

The kinetic matrix represents

$$(Kx)_i=\frac{2x_i-x_{i+1}-x_{i-1}}{2h^2}.$$

In the code, each `if` selects one of the three sites. On one or two sites some of these coincide and their contributions add.

```lean
/-- Kinetic energy on a periodic grid of `L` points with spacing `h ≠ 0`: the matrix of
`(2 ψ i - ψ (i+1) - ψ (i-1)) / (2 h ^ 2)`. -/
def kinetic (L : ℕ) (h : ℝ) : Matrix (ZMod L) (ZMod L) ℂ :=
  Matrix.of fun i j => (2 * (if j = i then 1 else 0) - (if j = i + 1 then 1 else 0)
    - (if j = i - 1 then 1 else 0)) / (2 * (h : ℂ) ^ 2)
```

The potential is a real function $v$ of the site, placed on the diagonal: $V_i=v_i$.

```lean
/-- A real potential as a diagonal matrix in the position basis. -/
def potential (v : ZMod L → ℝ) : Matrix (ZMod L) (ZMod L) ℂ :=
  Matrix.diagonal fun i => (v i : ℂ)
```

The commutator is $[A,B]=AB-BA$.

```lean
/-- The commutator `[A, B]`. -/
def comm (A B : Matrix (ZMod L) (ZMod L) ℂ) : Matrix (ZMod L) (ZMod L) ℂ :=
  A * B - B * A
```

The spectral norm is the largest value of $\|Ax\|/\|x\|$ over nonzero complex vectors, with $\|x\|^2=\sum_i|x_i|^2$. Weighting this sum by $h$, as for a discretised integral, would leave the ratio unchanged.

```lean
/-- The spectral norm: the operator norm on wave functions with the Euclidean norm. -/
def specNorm (A : Matrix (ZMod L) (ZMod L) ℂ) : ℝ :=
  ‖LinearMap.toContinuousLinearMap (Matrix.toEuclideanLin A)‖
```

The test potential uses the ring distance $d(j)=\min(j,L-j)$, with $j$ represented by $0,\dots,L-1$.

```lean
/-- The number of steps from site `j` to site `0` along the shorter way round the ring. -/
def ringDist (j : ZMod L) : ℕ := min j.val (L - j.val)
```

It is $V_j=Gh\,d(j)$, a tent that rises with slope $G$ on both sides of site 0.

```lean
/-- The potential `G h` times the ring distance to site `0`. -/
def ringPotential (L : ℕ) [NeZero L] (G h : ℝ) (j : ZMod L) : ℝ := G * h * (ringDist j : ℝ)
```

For $L\ge3$ the sites $i$, $i+1$ and $i-1$ are distinct, because neither 1 nor 2 is a multiple of $L$. The entries are then $K_{ii}=1/h^2$, $K_{i,i\pm1}=-1/(2h^2)$, and zero elsewhere. The proof first establishes that the sites are distinct, then evaluates the conditionals.

```lean
omit [NeZero L] in
/-- With at least three grid points, the kinetic matrix has diagonal `1/h^2`, neighbour
entries `-1/(2h^2)` and zeros elsewhere. -/
theorem kinetic_entries (hL : 3 ≤ L) (h : ℝ) (i : ZMod L) :
    kinetic L h i i = 1 / (h : ℂ) ^ 2 ∧ kinetic L h i (i + 1) = -1 / (2 * (h : ℂ) ^ 2) ∧
    kinetic L h i (i - 1) = -1 / (2 * (h : ℂ) ^ 2) ∧
    ∀ j, j ≠ i → j ≠ i + 1 → j ≠ i - 1 → kinetic L h i j = 0 := by
  have one : (1 : ZMod L) ≠ 0 := by
    intro e
    have d := (CharP.cast_eq_zero_iff (ZMod L) L 1).1 (by exact_mod_cast e)
    have := Nat.le_of_dvd (by norm_num) d
    omega
  have two : (2 : ZMod L) ≠ 0 := by
    intro e
    have d := (CharP.cast_eq_zero_iff (ZMod L) L 2).1 (by exact_mod_cast e)
    have := Nat.le_of_dvd (by norm_num) d
    omega
  have a1 : i ≠ i + 1 := fun e => one (by linear_combination (-1 : ZMod L) * e)
  have a2 : i ≠ i - 1 := fun e => one (by linear_combination e)
  have a3 : i + 1 ≠ i - 1 := fun e => two (by linear_combination e)
  refine ⟨?_, ?_, ?_, fun j h1 h2 h3 => ?_⟩
  · simp only [kinetic, Matrix.of_apply, if_neg a1, if_neg a2, if_true]
    ring
  · simp only [kinetic, Matrix.of_apply, if_neg a1.symm, if_neg a3, if_true]
    ring
  · simp only [kinetic, Matrix.of_apply, if_neg a2.symm, if_neg a3.symm, if_true]
    ring
  · simp only [kinetic, Matrix.of_apply, if_neg h1, if_neg h2, if_neg h3]
    ring
```

## Each commutator multiplies by a potential difference

Since $V$ is diagonal,

$$[V,A]_{ij}=V_iA_{ij}-A_{ij}V_j=(V_i-V_j)A_{ij}.$$

The lemmas for multiplication by a diagonal matrix give the middle expression, and `ring` factors it.

```lean
/-- Commuting with a potential multiplies each matrix element by the potential difference
between its two sites. -/
theorem comm_potential_apply (v : ZMod L → ℝ) (A : Matrix (ZMod L) (ZMod L) ℂ)
    (i j : ZMod L) : comm (potential v) A i j = ((v i - v j : ℝ) : ℂ) * A i j := by
  simp only [comm, potential, Matrix.sub_apply, Matrix.diagonal_mul, Matrix.mul_diagonal]
  push_cast
  ring
```

Applying this twice gives

$$[V,[V,A]]_{ij}=(V_i-V_j)^2A_{ij}.$$

```lean
/-- Commuting twice with a potential multiplies each matrix element by the squared potential
difference between its two sites. -/
theorem double_comm_apply (v : ZMod L → ℝ) (A : Matrix (ZMod L) (ZMod L) ℂ) (i j : ZMod L) :
    comm (potential v) (comm (potential v) A) i j = (((v i - v j) ^ 2 : ℝ) : ℂ) * A i j := by
  rw [comm_potential_apply, comm_potential_apply]
  push_cast
  ring
```

## Weighted hops and their norm

Both commutators with $K$ have the form $A_{ij}=w_{ij}K_{ij}$ with real weights satisfying $w_{ii}=0$. The diagonal of $K$ therefore drops out:

$$(Ax)_i=-\frac{w_{i,i+1}x_{i+1}+w_{i,i-1}x_{i-1}}{2h^2}.$$

The proof splits each summand into the three conditionals of $K$ and sums them separately, so the formula also holds when neighbours coincide.

```lean
/-- If the kinetic matrix elements are multiplied by weights that vanish on the diagonal,
the resulting matrix only hops to the two neighbouring sites. -/
theorem weighted_mulVec (h : ℝ) (w : ZMod L → ZMod L → ℝ) (A : Matrix (ZMod L) (ZMod L) ℂ)
    (hA : ∀ i j, A i j = (w i j : ℂ) * kinetic L h i j) (h0 : ∀ i, w i i = 0)
    (x : ZMod L → ℂ) (i : ZMod L) :
    (A *ᵥ x) i = -((w i (i + 1) : ℂ) * x (i + 1) + (w i (i - 1) : ℂ) * x (i - 1))
      / (2 * (h : ℂ) ^ 2) := by
  have e : (A *ᵥ x) i = ∑ j, A i j * x j := rfl
  have t : ∀ j, A i j * x j = (if j = i then 2 * (w i j : ℂ) * x j / (2 * (h : ℂ) ^ 2) else 0)
      - (if j = i + 1 then (w i j : ℂ) * x j / (2 * (h : ℂ) ^ 2) else 0)
      - (if j = i - 1 then (w i j : ℂ) * x j / (2 * (h : ℂ) ^ 2) else 0) := by
    intro j
    rw [hA]
    simp only [kinetic, Matrix.of_apply]
    split_ifs <;> ring
  rw [e, Finset.sum_congr rfl fun j _ => t j]
  simp only [Finset.sum_sub_distrib, Finset.sum_ite_eq', Finset.mem_univ, if_true, h0,
    Complex.ofReal_zero]
  ring
```

Suppose $|w_{i,i\pm1}|\le c$. The triangle inequality and $(p+q)^2\le2(p^2+q^2)$ give

$$|(Ax)_i|^2\le\frac{c^2}{4h^4}\bigl(|x_{i+1}|+|x_{i-1}|\bigr)^2
\le\frac{c^2}{2h^4}\bigl(|x_{i+1}|^2+|x_{i-1}|^2\bigr).$$

Summing over $i$, each shifted sum equals $\|x\|^2$ by translation invariance. Hence $\|Ax\|^2\le(c/h^2)^2\|x\|^2$, and the norm of $A$ is at most $c/h^2$. In the proof, `b` is the estimate at one site, while `s1` and `s2` are the two shifts.

```lean
/-- If the kinetic matrix elements are multiplied by real weights that vanish on the diagonal and
are at most `c` in size between neighbours, the resulting matrix has spectral norm at most
`c / h^2`. -/
theorem specNorm_weighted_le (h c : ℝ) (w : ZMod L → ZMod L → ℝ)
    (A : Matrix (ZMod L) (ZMod L) ℂ) (hA : ∀ i j, A i j = (w i j : ℂ) * kinetic L h i j)
    (h0 : ∀ i, w i i = 0) (hw : ∀ i, |w i (i + 1)| ≤ c ∧ |w i (i - 1)| ≤ c) :
    specNorm A ≤ c / h ^ 2 := by
  have hc : 0 ≤ c := (abs_nonneg _).trans (hw 0).1
  refine ContinuousLinearMap.opNorm_le_bound _ (by positivity) fun x => ?_
  have hd : ‖2 * (h : ℂ) ^ 2‖ = 2 * h ^ 2 := by simp
  -- at each site only the two neighbouring amplitudes contribute
  have b : ∀ i, ‖(A *ᵥ x.ofLp) i‖ ^ 2 ≤
      (c / h ^ 2) ^ 2 / 2 * (‖x.ofLp (i + 1)‖ ^ 2 + ‖x.ofLp (i - 1)‖ ^ 2) := by
    intro i
    have n1 : ‖(w i (i + 1) : ℂ) * x.ofLp (i + 1) + (w i (i - 1) : ℂ) * x.ofLp (i - 1)‖
        ≤ c * ‖x.ofLp (i + 1)‖ + c * ‖x.ofLp (i - 1)‖ := by
      refine (norm_add_le _ _).trans ?_
      simp only [norm_mul, Complex.norm_real, Real.norm_eq_abs]
      exact add_le_add (mul_le_mul_of_nonneg_right (hw i).1 (norm_nonneg _))
        (mul_le_mul_of_nonneg_right (hw i).2 (norm_nonneg _))
    rw [weighted_mulVec h w A hA h0, norm_div, norm_neg, hd]
    generalize ‖x.ofLp (i + 1)‖ = p at *
    generalize ‖x.ofLp (i - 1)‖ = q at *
    calc _ ≤ ((c * p + c * q) / (2 * h ^ 2)) ^ 2 := by gcongr
      _ = (c / h ^ 2) ^ 2 / 4 * (p + q) ^ 2 := by ring
      _ ≤ (c / h ^ 2) ^ 2 / 4 * (2 * (p ^ 2 + q ^ 2)) :=
        mul_le_mul_of_nonneg_left (by nlinarith [sq_nonneg (p - q)]) (by positivity)
      _ = _ := by ring
  -- translation invariance of the norm on the ring
  have s1 : ∑ i, ‖x.ofLp (i + 1)‖ ^ 2 = ∑ i, ‖x.ofLp i‖ ^ 2 :=
    Equiv.sum_comp (Equiv.addRight (1 : ZMod L)) (fun i => ‖x.ofLp i‖ ^ 2)
  have s2 : ∑ i, ‖x.ofLp (i - 1)‖ ^ 2 = ∑ i, ‖x.ofLp i‖ ^ 2 :=
    Equiv.sum_comp (Equiv.subRight (1 : ZMod L)) (fun i => ‖x.ofLp i‖ ^ 2)
  refine (sq_le_sq₀ (norm_nonneg _) (by positivity)).1 ?_
  rw [mul_pow, EuclideanSpace.norm_sq_eq, EuclideanSpace.norm_sq_eq]
  refine (Finset.sum_le_sum fun i _ => b i).trans (le_of_eq ?_)
  rw [← Finset.mul_sum, Finset.sum_add_distrib, s1, s2]
  ring
```

## The double commutator is at most $G^2$

Let $|V_{i+1}-V_i|\le Gh$ for every $i$. This is a bound on the discrete force, and it includes the bond that closes the ring. The weights $(V_i-V_j)^2$ between neighbours are at most $c=(Gh)^2$, so

$$\|[V,[V,K]]\|\le\frac{(Gh)^2}{h^2}=G^2.$$

This holds for every $h>0$ and every $L\ge1$. In the proof, `h1` and `h2` are the hypothesis on the bonds to the right and left of $i$.

```lean
/-- If neighbouring values of the potential differ by at most `G h`, the spectral norm of
`[V,[V,K]]` is at most `G^2`, for every spacing `h > 0`. -/
theorem double_comm_le {G h : ℝ} (hh : 0 < h) (v : ZMod L → ℝ)
    (hv : ∀ i, |v (i + 1) - v i| ≤ G * h) :
    specNorm (comm (potential v) (comm (potential v) (kinetic L h))) ≤ G ^ 2 := by
  have key := specNorm_weighted_le h ((G * h) ^ 2) (fun i j => (v i - v j) ^ 2) _
    (double_comm_apply v (kinetic L h)) (fun i => by ring) (fun i => by
      have h1 := hv i
      have h2 := hv (i - 1)
      rw [abs_sub_comm] at h1
      rw [sub_add_cancel] at h2
      simp only [abs_pow]
      exact ⟨pow_le_pow_left₀ (abs_nonneg _) h1 2, pow_le_pow_left₀ (abs_nonneg _) h2 2⟩)
  rwa [mul_pow, mul_div_cancel_right₀ _ (pow_ne_zero 2 hh.ne')] at key
```

## The tent potential and the growth of $[V,K]$

Between neighbours, $d$ changes by $+1$, $0$ or $-1$. If $i+1<L$, it stays the same only when $i=L-i-1$, which makes $L=2i+1$ odd. On the closing bond it goes from $\min(L-1,1)$ to 0, which is no change only for $L=1$. For even $L$ it therefore changes at every step. The proof separates these two cases and leaves the integer arithmetic to `omega`.

```lean
/-- The ring distance changes by at most one between neighbours, and on a ring with an even
number of sites it always changes. -/
theorem ringDist_step (i : ZMod L) :
    (ringDist (i + 1) = ringDist i ∨ ringDist (i + 1) = ringDist i + 1 ∨
      ringDist i = ringDist (i + 1) + 1) ∧ (Even L → ringDist (i + 1) ≠ ringDist i) := by
  have hv : (i + 1).val = (i.val + 1) % L := by
    rw [ZMod.val_add, ZMod.val_one_eq_one_mod, Nat.add_mod_mod]
  have hi := ZMod.val_lt i
  unfold ringDist
  rw [hv]
  rcases (show i.val + 1 < L ∨ i.val + 1 = L by omega) with h | h
  · rw [Nat.mod_eq_of_lt h]
    exact ⟨by omega, fun ⟨m, hm⟩ => by omega⟩
  · rw [h, Nat.mod_self]
    exact ⟨by omega, fun ⟨m, hm⟩ => by omega⟩
```

Multiplying by $Gh\ge0$ shows that the tent potential satisfies the slope condition.

```lean
/-- For `G ≥ 0` and `h > 0`, neighbouring values of the ring-distance potential differ by at
most `G h`. -/
theorem ringPotential_step {G h : ℝ} (hG : 0 ≤ G) (hh : 0 < h) (i : ZMod L) :
    |ringPotential L G h (i + 1) - ringPotential L G h i| ≤ G * h := by
  have hp := mul_nonneg hG hh.le
  rcases (ringDist_step i).1 with e | e | e <;> simp only [ringPotential, e] <;>
    push_cast <;> rw [abs_le] <;> constructor <;> linarith
```

For $L\ge3$, the entry of $[V,K]$ between sites 0 and 1 is

$$[V,K]_{01}=(0-Gh)\left(-\frac1{2h^2}\right)=\frac{G}{2h}.$$

With $e_1$ the unit vector at site 1, this entry is component 0 of $[V,K]e_1$, so its modulus is at most the spectral norm. The weighted-hop bound with $c=Gh$ gives the other side:

$$\frac{G}{2h}\le\|[V,K]\|\le\frac Gh.$$

For fixed $G>0$ the norm thus grows as $1/h$ when the grid is refined.

```lean
/-- For the ring-distance potential on at least three points, with `G ≥ 0` and `h > 0`, the
spectral norm of `[V,K]` lies between `G/(2h)` and `G/h`. -/
theorem ring_comm_bounds (hL : 3 ≤ L) {G h : ℝ} (hG : 0 ≤ G) (hh : 0 < h) :
    G / (2 * h) ≤ specNorm (comm (potential (ringPotential L G h)) (kinetic L h)) ∧
    specNorm (comm (potential (ringPotential L G h)) (kinetic L h)) ≤ G / h := by
  constructor
  · -- the matrix element between sites 0 and 1 is a lower bound
    set A := comm (potential (ringPotential L G h)) (kinetic L h) with hA
    have d0 : ringDist (0 : ZMod L) = 0 := by simp [ringDist]
    have d1 : ringDist (1 : ZMod L) = 1 := by
      unfold ringDist
      rw [ZMod.val_one_eq_one_mod, Nat.mod_eq_of_lt (by omega)]
      omega
    have k := (kinetic_entries hL h 0).2.1
    rw [zero_add] at k
    have hc : (h : ℂ) * (h : ℂ)⁻¹ = 1 := mul_inv_cancel₀ (by exact_mod_cast hh.ne')
    have a : A 0 1 = ((G / (2 * h) : ℝ) : ℂ) := by
      rw [hA, comm_potential_apply, k]
      simp only [ringPotential, d0, d1]
      push_cast
      linear_combination ((G : ℂ) * (h : ℂ)⁻¹ / 2) * hc
    have n := (LinearMap.toContinuousLinearMap (Matrix.toEuclideanLin A)).le_opNorm
      (EuclideanSpace.single (1 : ZMod L) (1 : ℂ))
    have m : (Matrix.toEuclideanLin A (EuclideanSpace.single (1 : ZMod L) (1 : ℂ))).ofLp 0
        = A 0 1 := by
      change (A *ᵥ Pi.single 1 1) 0 = A 0 1
      simp
    have p := PiLp.norm_apply_le
      (Matrix.toEuclideanLin A (EuclideanSpace.single (1 : ZMod L) (1 : ℂ))) 0
    rw [m, a, Complex.norm_real] at p
    rw [PiLp.norm_single, norm_one, mul_one] at n
    exact (Real.le_norm_self _).trans (p.trans n)
  · have key := specNorm_weighted_le h (G * h)
      (fun i j => ringPotential L G h i - ringPotential L G h j) _
      (comm_potential_apply _ (kinetic L h)) (fun i => by ring) (fun i => by
        have h1 := ringPotential_step hG hh i
        have h2 := ringPotential_step hG hh (i - 1)
        rw [abs_sub_comm] at h1
        rw [sub_add_cancel] at h2
        exact ⟨h1, h2⟩)
    have hc : h * h⁻¹ = 1 := mul_inv_cancel₀ hh.ne'
    exact key.trans (le_of_eq (by linear_combination (G * h⁻¹) * hc))
```

## Even rings attain $G^2$

For even $L$, every neighbour weight in the double commutator equals $(Gh)^2$. On the constant vector $x_i=1$,

$$([V,[V,K]]x)_i=-\frac{(Gh)^2+(Gh)^2}{2h^2}=-G^2.$$

The normalised state $L^{-1/2}(1,\dots,1)$ is therefore an eigenvector with eigenvalue $-G^2$, and the norm is at least $G^2$. Together with the upper bound this gives equality. The code keeps the unnormalised vector and cancels its positive length at the end. The three-site ring, with norm $G^2/\sqrt2$, shows that equality can fail for odd $L$ when $G>0$.

```lean
/-- On a ring with an even number of sites, with `G ≥ 0` and `h > 0`, the ring-distance
potential gives `[V,[V,K]]` the spectral norm `G^2` exactly. -/
theorem double_comm_sharp (hL : Even L) {G h : ℝ} (hG : 0 ≤ G) (hh : 0 < h) :
    specNorm (comm (potential (ringPotential L G h))
      (comm (potential (ringPotential L G h)) (kinetic L h))) = G ^ 2 := by
  refine le_antisymm (double_comm_le hh _ (ringPotential_step hG hh)) ?_
  set A := comm (potential (ringPotential L G h))
    (comm (potential (ringPotential L G h)) (kinetic L h)) with hA
  have hs : ∀ i : ZMod L,
      (ringPotential L G h i - ringPotential L G h (i + 1)) ^ 2 = (G * h) ^ 2 := by
    intro i
    rcases (ringDist_step i).1 with e | e | e
    · exact absurd e ((ringDist_step i).2 hL)
    all_goals
      simp only [ringPotential, e]
      push_cast
      ring
  have hs' : ∀ i : ZMod L,
      (ringPotential L G h i - ringPotential L G h (i - 1)) ^ 2 = (G * h) ^ 2 := by
    intro i
    have := hs (i - 1)
    rw [sub_add_cancel] at this
    linear_combination this
  have hne : (h : ℂ) ≠ 0 := by exact_mod_cast hh.ne'
  -- the constant wave function is an eigenvector
  let x : EuclideanSpace ℂ (ZMod L) := WithLp.toLp 2 fun _ => 1
  have hx : Matrix.toEuclideanLin A x = (-(G : ℂ) ^ 2) • x := by
    ext i
    change (A *ᵥ fun _ => 1) i = -(G : ℂ) ^ 2 * 1
    have t := weighted_mulVec h
      (fun i j => (ringPotential L G h i - ringPotential L G h j) ^ 2) A
      (double_comm_apply _ (kinetic L h)) (fun i => by ring) (fun _ => 1) i
    simp only [hs i, hs' i] at t
    rw [t, div_eq_iff (mul_ne_zero two_ne_zero (pow_ne_zero 2 hne))]
    push_cast
    ring
  have x0 : 0 < ‖x‖ := by
    refine norm_pos_iff.2 fun e => ?_
    have : (1 : ℂ) = 0 := congrArg (fun y : EuclideanSpace ℂ (ZMod L) => y.ofLp 0) e
    exact one_ne_zero this
  have n : ‖Matrix.toEuclideanLin A x‖ ≤ specNorm A * ‖x‖ :=
    (LinearMap.toContinuousLinearMap (Matrix.toEuclideanLin A)).le_opNorm x
  rw [hx, norm_smul, norm_neg, norm_pow, Complex.norm_real, Real.norm_eq_abs, sq_abs] at n
  exact le_of_mul_le_mul_right n x0

end

end TrotterGridCommutators
```

```lean
#print axioms TrotterGridCommutators.ringPotential_step
#print axioms TrotterGridCommutators.ring_comm_bounds
#print axioms TrotterGridCommutators.double_comm_sharp
```

```
'TrotterGridCommutators.ringPotential_step' depends on axioms: [propext, Classical.choice, Quot.sound]
'TrotterGridCommutators.ring_comm_bounds' depends on axioms: [propext, Classical.choice, Quot.sound]
'TrotterGridCommutators.double_comm_sharp' depends on axioms: [propext, Classical.choice, Quot.sound]
```
